# The Hall conductivity of a two-node Weyl semimetal, sampled on N slices, is a staircase within 1/N of k0/π

## Why does the Hall conductivity jump when the nodes move smoothly?

I measure kz in units of the inverse lattice constant, so the Brillouin zone runs from −π to π, and I place two Weyl nodes at kz = ±k0 with 0 < k0 < π. A slice at fixed kz has Chern number 1 if |kz| < k0 and 0 otherwise. I sample N slices at kz = 2πj/N, with j an integer and −N/2 < j ≤ N/2, and take the average of their Chern numbers as the anomalous Hall conductivity, in units of e²/h per lattice constant.

The integral over all kz gives k0/π, which changes continuously as the nodes move. With N = 10, however, I only ever see 0.1, 0.3, 0.5, 0.7 and 0.9. Each slice is right, so where do the plateaus come from, and how far from k0/π can the average be?

## The average counts the slices between the nodes, and that count is odd

The plateaus come from the sampling. The average is an integer count divided by N, and it can change only when a node crosses a sampled slice. It is never further than 1/N from k0/π.

Write C(kz) for the slice Chern number and σ(k0) for the sampled average. The reference value is the average over the whole zone:

(1/2π) ∫ C(kz) dkz = (1/2π) · 2k0 = k0/π.

For the sampled version, set x = N k0/(2π), which is the node position in units of the slice spacing. Since x > 0, the integer m = ⌈x⌉ − 1 is non-negative and satisfies

m < x ≤ m + 1, that is, 2πm/N < k0 ≤ 2π(m + 1)/N.

From k0 < π we get x < N/2, hence 2m < N. Slice j lies strictly between the nodes when 2π|j|/N < k0, which now means |j| ≤ m. All these labels belong to the sampled range, because −N < −2m and 2m < N. There are 2m + 1 of them: the slice kz = 0 and m pairs ±j. Therefore

σ(k0) = (2m + 1)/N.

This is one tread of the staircase. On it, division of the bounds on k0 by π gives

2m/N < k0/π ≤ 2(m + 1)/N,

and subtraction from σ(k0) gives

−1/N ≤ σ(k0) − k0/π < 1/N.

So the error is at most 1/N in size. Only the lower end can be reached, and it is reached when k0 = 2π(m + 1)/N, with the node exactly on a slice. In your example, k0 = 0.4π puts the nodes on the slices j = ±2. These count as 0, and the average is 0.3 instead of 0.4.

Every m ≥ 0 with 2m < N does occur. The choice k0 = π(2m + 1/2)/N lies a quarter of a slice spacing above slice m, and it is below π because 2m + 1 ≤ N. Different m give different averages, so the number of values is the number of such m, which is (N + 1)/2 rounded down. For N = 10 that is your five values. For N = 1 or N = 2 there is a single tread and no jump.

For a non-interacting band model with this two-node profile, a plateau seen while k0 is scanned at fixed N is therefore no sign that the bulk Hall conductivity is quantised, and N ≥ 1/ε slices are enough to bring the sampling error down to ε.

## What the Lean statements say about the model

`slices N` is the finite set of integer labels. It is written as a half-open interval with integer division, and `slices_spec` confirms that it means −N < 2j ≤ N and contains N labels. `sliceMomentum N j` is the real number 2πj/N. `sliceChern k0 kz` is the integer-valued profile, and `sampledHall N k0` is its sum over the slices, converted to a real number and divided by N.

The main theorems assume `0 < N` and, where a particular node position enters, `0 < k0` and `k0 < π`:

- `continuum_hall` states that the zone integral of the profile, divided by 2π, is k0/π. It involves no N.
- `sampling_error_le` is the bound |σ(k0) − k0/π| ≤ 1/N.
- `sampling_error_eq_iff` states that equality holds exactly when k0 = 2πj/N for some integer j. The range of k0 forces 0 < j < N/2, so this is a sampled slice.
- `hall_staircase` identifies the image of the open interval (0, π) under `sampledHall N` with the set of values (2m + 1)/N for natural numbers m with 2m < N, and gives its number of elements as `(N + 1) / 2` in natural-number division.

The Chern profile is an assumption. It stands for a band structure whose slices are gapped away from the nodes, so that the Chern number can change only at kz = ±k0. No Hamiltonian or Berry curvature appears, and the identification of the average with a Hall conductivity, with the Fermi level at the nodes, is taken from physics. A slice through a node is gapless and has no Chern number of its own; the strict inequality in the profile assigns it 0, and the equality case refers to that convention. The model has one symmetric pair of nodes and a uniform grid that contains kz = 0.

```lean
import Mathlib

open Real

namespace WeylHallStaircase

noncomputable section

/-- The integers `j` with `-N/2 < j ≤ N/2`, which label the sampled slices of the Brillouin zone. -/
def slices (N : ℕ) : Finset ℤ := Finset.Ioc ((N : ℤ) / 2 - N) ((N : ℤ) / 2)

/-- The momentum `kz = 2πj/N` of slice `j`, for `N ≥ 1`. -/
def sliceMomentum (N : ℕ) (j : ℤ) : ℝ := 2 * π * j / N

/-- The Chern number profile of a semimetal with Weyl nodes at `kz = ±k0`:
1 for `|kz| < k0` and 0 otherwise. -/
def sliceChern (k0 kz : ℝ) : ℤ := if |kz| < k0 then 1 else 0

/-- The sampled anomalous Hall conductivity, in units of `e²/h` per lattice constant along z:
the average Chern number of the `N` slices, for `N ≥ 1`. -/
def sampledHall (N : ℕ) (k0 : ℝ) : ℝ :=
  ((∑ j ∈ slices N, sliceChern k0 (sliceMomentum N j) : ℤ) : ℝ) / N

/-- The slice labels are exactly the integers with `-N < 2j ≤ N`, and there are `N` of them. -/
theorem slices_spec (N : ℕ) :
    (∀ j : ℤ, j ∈ slices N ↔ -(N : ℤ) < 2 * j ∧ 2 * j ≤ N) ∧ (slices N).card = N := by
  constructor
  · intro j
    simp only [slices, Finset.mem_Ioc]
    omega
  · rw [slices, Int.card_Ioc]
    omega

/-- The Brillouin-zone average of the Chern number over all `kz` is `k0/π`,
for `0 < k0 < π`. -/
theorem continuum_hall {k0 : ℝ} (h0 : 0 < k0) (hπ : k0 < π) :
    (∫ kz in (-π)..π, (sliceChern k0 kz : ℝ)) / (2 * π) = k0 / π := by
  -- the profile is the indicator function of the interval between the nodes
  have hf : (fun kz => (sliceChern k0 kz : ℝ)) =
      (Set.Ioo (-k0) k0).indicator (fun _ => (1 : ℝ)) := by
    funext kz
    by_cases h : |kz| < k0
    · have h' : kz ∈ Set.Ioo (-k0) k0 := abs_lt.1 h
      rw [Set.indicator_of_mem h']
      simp [sliceChern, h]
    · have h' : kz ∉ Set.Ioo (-k0) k0 := fun hk => h (abs_lt.2 hk)
      rw [Set.indicator_of_notMem h']
      simp [sliceChern, h]
  have hsub : Set.Ioo (-k0) k0 ⊆ Set.Ioc (-π) π := fun x hx =>
    ⟨by linarith [hx.1], by linarith [hx.2]⟩
  rw [intervalIntegral.integral_of_le (by linarith), hf,
    MeasureTheory.setIntegral_indicator measurableSet_Ioo,
    Set.inter_eq_self_of_subset_right hsub,
    ← MeasureTheory.integral_Ioc_eq_integral_Ioo,
    ← intervalIntegral.integral_of_le (by linarith), intervalIntegral.integral_const,
    smul_eq_mul, show (k0 - -k0) * 1 = 2 * k0 by ring, mul_div_mul_left _ _ two_ne_zero]

/-- For `N ≥ 1` the slice momentum increases strictly with the slice label. -/
theorem sliceMomentum_strictMono {N : ℕ} (hN : 0 < N) : StrictMono (sliceMomentum N) := by
  intro i j h
  have hN' : (0 : ℝ) < N := by exact_mod_cast hN
  have h' : (i : ℝ) < j := by exact_mod_cast h
  exact div_lt_div_of_pos_right (mul_lt_mul_of_pos_left h' two_pi_pos) hN'

/-- In units of `π`, the momentum of slice `j` is `2j/N`. -/
theorem sliceMomentum_div_pi (N : ℕ) (j : ℤ) : sliceMomentum N j / π = 2 * j / N := by
  calc sliceMomentum N j / π = 2 * j / N * (π / π) := by unfold sliceMomentum; ring
    _ = 2 * j / N := by rw [div_self pi_ne_zero, mul_one]

/-- A tread of the staircase: while the node position `k0` lies above slice `m` and not above slice
`m + 1`, for a natural number `m` with `2m < N`, the sampled Hall conductivity is `(2m + 1)/N`. -/
theorem hall_on_tread {N m : ℕ} {k0 : ℝ} (hm : 2 * m < N)
    (h1 : sliceMomentum N m < k0) (h2 : k0 ≤ sliceMomentum N (m + 1)) :
    sampledHall N k0 = (2 * m + 1) / N := by
  have mono := sliceMomentum_strictMono (N := N) (by omega)
  have habs : ∀ j : ℤ, |sliceMomentum N j| = sliceMomentum N |j| := by
    intro j
    unfold sliceMomentum
    rw [abs_div, abs_mul, abs_of_pos two_pi_pos, Nat.abs_cast, Int.cast_abs]
  -- a slice lies between the nodes exactly when its label is at most m in size
  have key : ∀ j : ℤ, |sliceMomentum N j| < k0 ↔ |j| ≤ (m : ℤ) := by
    intro j
    rw [habs]
    constructor
    · intro h
      exact Int.lt_add_one_iff.1 (mono.lt_iff_lt.1 (h.trans_le h2))
    · intro h
      exact (mono.monotone h).trans_lt h1
  have hfil : (slices N).filter (fun j => |j| ≤ (m : ℤ)) = Finset.Icc (-(m : ℤ)) m := by
    ext j
    simp only [slices, Finset.mem_filter, Finset.mem_Ioc, Finset.mem_Icc, abs_le]
    omega
  have hsum : ∑ j ∈ slices N, sliceChern k0 (sliceMomentum N j) = 2 * (m : ℤ) + 1 := by
    calc ∑ j ∈ slices N, sliceChern k0 (sliceMomentum N j)
        = ∑ j ∈ slices N, (if |j| ≤ (m : ℤ) then (1 : ℤ) else 0) :=
          Finset.sum_congr rfl fun j _ => if_congr (key j) rfl rfl
      _ = 2 * (m : ℤ) + 1 := by
          rw [← Finset.sum_filter, hfil, Finset.sum_const, Int.card_Icc, nsmul_eq_mul, mul_one]
          omega
  rw [sampledHall, hsum]
  push_cast
  rfl

/-- For `N ≥ 1`, every node position `0 < k0 < π` lies on a tread of the staircase. -/
theorem exists_tread {N : ℕ} {k0 : ℝ} (hN : 0 < N) (h0 : 0 < k0) (hπ : k0 < π) :
    ∃ m : ℕ, 2 * m < N ∧ sliceMomentum N m < k0 ∧ k0 ≤ sliceMomentum N (m + 1) := by
  have hN' : (0 : ℝ) < N := by exact_mod_cast hN
  have hx : 0 < N * k0 / (2 * π) := by positivity
  obtain ⟨m, hm⟩ := Nat.exists_eq_succ_of_ne_zero (Nat.ceil_pos.2 hx).ne'
  have a : (m : ℝ) < N * k0 / (2 * π) := Nat.lt_ceil.1 (by omega)
  have b : N * k0 / (2 * π) ≤ (m : ℝ) + 1 := by
    have h := Nat.le_ceil (N * k0 / (2 * π))
    rw [hm] at h
    push_cast at h
    exact h
  rw [lt_div_iff₀ two_pi_pos] at a
  rw [div_le_iff₀ two_pi_pos] at b
  refine ⟨m, ?_, ?_, ?_⟩
  · have c : (N : ℝ) * k0 < N * π := mul_lt_mul_of_pos_left hπ hN'
    have d : (2 * m : ℝ) < N := lt_of_mul_lt_mul_right (by linarith) pi_pos.le
    exact_mod_cast d
  · unfold sliceMomentum
    rw [div_lt_iff₀ hN']
    push_cast
    linarith
  · unfold sliceMomentum
    rw [le_div_iff₀ hN']
    push_cast
    linarith

/-- For `N ≥ 1` slices and nodes at `±k0` with `0 < k0 < π`, the sampled Hall conductivity
differs from `k0/π` by at most `1/N`. -/
theorem sampling_error_le {N : ℕ} {k0 : ℝ} (hN : 0 < N) (h0 : 0 < k0) (hπ : k0 < π) :
    |sampledHall N k0 - k0 / π| ≤ 1 / N := by
  obtain ⟨m, hm, h1, h2⟩ := exists_tread hN h0 hπ
  have a := div_lt_div_of_pos_right h1 pi_pos
  have b := div_le_div_of_nonneg_right h2 pi_pos.le
  rw [sliceMomentum_div_pi] at a b
  push_cast at a b
  have e1 : (2 * (m : ℝ) + 1) / N = 2 * m / N + 1 / N := by ring
  have e2 : 2 * ((m : ℝ) + 1) / N = 2 * m / N + 2 * (1 / N) := by ring
  rw [e2] at b
  rw [hall_on_tread hm h1 h2, e1, abs_le]
  constructor <;> linarith

/-- For `N ≥ 1` and `0 < k0 < π`, the absolute value of the error `sampledHall N k0 - k0/π` equals
`1/N` exactly when the node at `k0` lies at the momentum `2πj/N` of some integer `j`. -/
theorem sampling_error_eq_iff {N : ℕ} {k0 : ℝ} (hN : 0 < N) (h0 : 0 < k0) (hπ : k0 < π) :
    |sampledHall N k0 - k0 / π| = 1 / N ↔ ∃ j : ℤ, k0 = sliceMomentum N j := by
  have hN' : (0 : ℝ) < N := by exact_mod_cast hN
  have hpos : (0 : ℝ) < 1 / N := by positivity
  obtain ⟨m, hm, h1, h2⟩ := exists_tread hN h0 hπ
  have e1 : (2 * (m : ℝ) + 1) / N = 2 * m / N + 1 / N := by ring
  have e2 : 2 * ((m : ℝ) + 1) / N = 2 * m / N + 2 * (1 / N) := by ring
  rw [hall_on_tread hm h1 h2, e1]
  constructor
  · intro h
    have a := div_lt_div_of_pos_right h1 pi_pos
    rw [sliceMomentum_div_pi] at a
    push_cast at a
    rcases (abs_eq hpos.le).1 h with h | h
    · linarith
    · -- only the upper end of the tread reaches the bound
      refine ⟨m + 1, (div_left_inj' pi_ne_zero).1 ?_⟩
      rw [sliceMomentum_div_pi]
      push_cast
      rw [e2]
      linarith
  · rintro ⟨j, hj⟩
    have mono := sliceMomentum_strictMono hN
    rw [hj] at h1 h2
    have i1 := mono.lt_iff_lt.1 h1
    have i2 := mono.le_iff_le.1 h2
    have hjm : j = m + 1 := by omega
    rw [hj, hjm, sliceMomentum_div_pi]
    push_cast
    rw [e2, show 2 * (m : ℝ) / N + 1 / N - (2 * m / N + 2 * (1 / N)) = -(1 / N) by ring,
      abs_neg, abs_of_pos hpos]

/-- For `N ≥ 1`, as `k0` runs through `(0, π)` the sampled Hall conductivity takes exactly the
values `(2m + 1)/N` for natural numbers `m` with `2m < N`; their number is `(N + 1)/2`, rounded
down. -/
theorem hall_staircase {N : ℕ} (hN : 0 < N) :
    sampledHall N '' Set.Ioo 0 π = (fun m : ℕ => (2 * (m : ℝ) + 1) / N) '' {m | 2 * m < N} ∧
      (sampledHall N '' Set.Ioo 0 π).ncard = (N + 1) / 2 := by
  have hN' : (0 : ℝ) < N := by exact_mod_cast hN
  have himg : sampledHall N '' Set.Ioo 0 π =
      (fun m : ℕ => (2 * (m : ℝ) + 1) / N) '' {m | 2 * m < N} := by
    ext v
    constructor
    · rintro ⟨k0, ⟨h0, hπ⟩, rfl⟩
      obtain ⟨m, hm, h1, h2⟩ := exists_tread hN h0 hπ
      exact ⟨m, hm, (hall_on_tread hm h1 h2).symm⟩
    · rintro ⟨m, hm, rfl⟩
      have hm' : 2 * m < N := hm
      have hmN : 2 * (m : ℝ) + 1 ≤ N := by exact_mod_cast hm'
      -- a node position a quarter of the way along tread m
      refine ⟨π * (2 * m + 1 / 2) / N, ⟨by positivity, ?_⟩, hall_on_tread hm' ?_ ?_⟩
      · rw [div_lt_iff₀ hN']
        exact mul_lt_mul_of_pos_left (by linarith) pi_pos
      · exact div_lt_div_of_pos_right (by push_cast; linarith [pi_pos]) hN'
      · exact div_le_div_of_nonneg_right (by push_cast; linarith [pi_pos]) hN'.le
  refine ⟨himg, ?_⟩
  have hinj : Function.Injective (fun m : ℕ => (2 * (m : ℝ) + 1) / N) := by
    intro a b h
    have h' := (div_left_inj' hN'.ne').1 h
    have h'' : (a : ℝ) = b := by linarith
    exact_mod_cast h''
  have hset : {m : ℕ | 2 * m < N} = ↑(Finset.range ((N + 1) / 2)) := by
    ext m
    simp only [Set.mem_ofPred_eq, Finset.mem_coe, Finset.mem_range]
    omega
  rw [himg, Set.ncard_image_of_injective _ hinj, hset, Set.ncard_coe_finset, Finset.card_range]

end

end WeylHallStaircase
```

```lean
#print axioms WeylHallStaircase.hall_on_tread
#print axioms WeylHallStaircase.sampling_error_le
#print axioms WeylHallStaircase.sampling_error_eq_iff
#print axioms WeylHallStaircase.hall_staircase
```

```
'WeylHallStaircase.hall_on_tread' depends on axioms: [propext, Classical.choice, Quot.sound]
'WeylHallStaircase.sampling_error_le' depends on axioms: [propext, Classical.choice, Quot.sound]
'WeylHallStaircase.sampling_error_eq_iff' depends on axioms: [propext, Classical.choice, Quot.sound]
'WeylHallStaircase.hall_staircase' depends on axioms: [propext, Classical.choice, Quot.sound]
```

## From the ordering of slices to the set of values

`continuum_hall` rewrites the profile as the indicator function of the interval (−k0, k0), checks that this interval lies inside the zone, and integrates the constant 1 over it.

The sampled results rest on `sliceMomentum_strictMono`: slice momentum increases strictly with the label, so inequalities between momenta can be exchanged for inequalities between integers. The companion `sliceMomentum_div_pi` expresses a slice momentum in units of π, as 2j/N.

`hall_on_tread` is the counting argument. Its step `habs` says that the absolute value of a slice momentum is the momentum of slice |j|. With monotonicity, `key` then shows that a slice lies between the nodes exactly when |j| ≤ m. The step `hfil` identifies the sampled labels of this kind with the integers from −m to m; here `omega` uses 2m < N. Finally, `hsum` counts them and obtains 2m + 1.

`exists_tread` supplies the m for a given k0. It takes the natural-number ceiling of N k0/(2π), which is positive and so has the form m + 1. The two defining inequalities of the ceiling become the two ends of the tread, and k0 < π gives 2m < N.

`sampling_error_le` divides the ends of the tread by π, inserts the value from `hall_on_tread`, and splits the absolute value into two linear inequalities, which `linarith` closes.

In `sampling_error_eq_iff`, the forward direction considers the two possible signs of the error. An error of +1/N contradicts the strict lower end of the tread, while −1/N forces k0 to be the momentum of slice m + 1. Conversely, if k0 is the momentum of slice j, monotonicity gives m < j ≤ m + 1, so j = m + 1, and the error is computed directly.

`hall_staircase` proves the equality of sets by two inclusions. The first combines `exists_tread` with `hall_on_tread`; the second uses the explicit k0 = π(2m + 1/2)/N from above. For the number of values, `hinj` shows that different m give different values, and `hset` identifies the condition 2m < N with m lying below (N + 1)/2 in natural-number division.
